# Superlattice intensity as a scaled squared distance to the small-cell densities

Let \(N,M\ge 1\) and \(L=NM\). A density is a function \(f:\mathbb Z/L\to\mathbb C\) on a ring of \(L\) sites, regarded as \(N\) small cells of \(M\) sites each. Its structure factor is the unnormalised sum

\[
F(k)=\sum_x f(x)\,e^{-2\pi i kx/L},\qquad k\in\mathbb Z/L .
\]

In the kinematic (single-scattering) approximation, with common prefactors set to one, \(|F(k)|^2\) is the intensity of reflection \(k\). A function \(g\) is \(M\)-periodic if \(g(x+M)=g(x)\) for all \(x\); its reflections occur only where \(N\) divides \(k\). The other reflections are the superlattice reflections, with total intensity

\[
I=\sum_{N\nmid k}|F(k)|^2 .
\]

The claim is that

\[
I=\min_{g\ M\text{-periodic}} NM\sum_x|f(x)-g(x)|^2 ,
\]

and that the only minimiser is the average over the small cells,

\[
\bar f(x)=\frac1N\sum_{j=0}^{N-1}f(x+jM).
\]

## From phases to a least-squares distance

**Parseval.** Write \(^*\) for complex conjugation. Expanding the square gives

\[
\sum_k|F(k)|^2=\sum_{x,y}f(x)f(y)^*\sum_k e^{2\pi i k(y-x)/L}.
\]

The inner sum is \(L\) if \(y=x\). Otherwise it is a geometric sum whose ratio differs from 1 but has \(L\)-th power 1, so it vanishes. Hence \(\sum_k|F(k)|^2=L\sum_x|f(x)|^2\).

**Averaging as a filter.** Relabelling the sites shows that \(x\mapsto f(x+a)\) has structure factor \(e^{2\pi i ka/L}F(k)\). With \(a=jM\), the structure factor of \(\bar f\) is

\[
\Big(\frac1N\sum_{j=0}^{N-1}e^{2\pi i kj/N}\Big)F(k).
\]

The bracket is 1 if \(N\mid k\) and 0 otherwise, again by the geometric sum. The deviation \(d=f-\bar f\) therefore has structure factor \(F(k)\) at the superlattice reflections and zero elsewhere. Parseval applied to \(d\) gives \(I=NM\sum_x|d(x)|^2\).

**Orthogonality.** The average is \(M\)-periodic: replacing \(x\) by \(x+M\) drops the term \(j=0\) and adds the term \(j=N\), which is equal to it because \(NM=0\) on the ring. If \(h\) is any \(M\)-periodic function, then

\[
\sum_x f(x+jM)h(x)^*=\sum_x f(x+jM)h(x+jM)^*=\sum_x f(x)h(x)^* .
\]

Averaging over \(j\) gives \(\sum_x\bar f(x)h(x)^*=\sum_x f(x)h(x)^*\), so \(\sum_x d(x)h(x)^*=0\).

**Pythagoras.** For \(M\)-periodic \(g\), write \(f-g=d+(\bar f-g)\). The second term is \(M\)-periodic, so the cross term in the summed square vanishes and

\[
NM\sum_x|f(x)-g(x)|^2=I+NM\sum_x|\bar f(x)-g(x)|^2 .
\]

The right side is at least \(I\), with equality exactly when \(g=\bar f\).

## Four sites, two cells

Take \(N=M=2\) and \(f=(3,1,1,2)\). Then \(F(1)=2+i\) and \(F(3)=2-i\), so \(I=5+5=10\). The average is \(\bar f=(2,\tfrac32,2,\tfrac32)\) and the deviation is \((1,-\tfrac12,-1,\tfrac12)\), with squared sum \(\tfrac52\); multiplying by \(NM=4\) gives 10 again. The periodic model \(g=(2,1,2,1)\) has the larger misfit \(4\cdot3=12\), and the excess 2 is \(4\sum_x|\bar f(x)-g(x)|^2\).

## Supercell densities on a grid

In an electronic-structure calculation, the result applies to the density sampled on a line parallel to one axis of a supercell, with \(N\) primitive cells and \(M\) grid points per cell along that axis. Here \(|F(k)|^2\) describes the density on that line only; the intensity of a crystal reflection involves the density in the whole cell. A discrete Fourier transform gives \(F(k)\), and summing \(|F(k)|^2\) over the indices not divisible by \(N\) gives \(I\). Then \(I/(NM)\) is the summed squared deviation of the sampled density from the closest one with the primitive period, in the least-squares sense. If the transform carries a prefactor \(1/L\), the same sum of squared coefficients is instead the mean squared deviation per grid point.

## The ring, the average and the intensity in Lean

```lean
import Mathlib

open Finset ComplexConjugate

namespace SuperlatticeReflections

noncomputable section
```

Sites and reflection indices both have type `ZMod L`. The character `ZMod.stdAddChar` sends \(n\) to \(e^{2\pi i n/L}\), so the minus sign in the definition fixes the Fourier convention above.

```lean
/-- The unnormalised structure factor `F(k) = ∑ₓ f(x) exp(-2πi k x / L)` of a complex density
on a ring of `L ≥ 1` sites. -/
def structureFactor {L : ℕ} [NeZero L] (f : ZMod L → ℂ) (k : ZMod L) : ℂ :=
  ∑ x, f x * ZMod.stdAddChar (-(k * x))
```

The instances `[NeZero N]` and `[NeZero M]` say that \(N,M\ge1\). The shift `j * M` is computed on the ring.

```lean
/-- The average of a density over the `N ≥ 1` small cells of length `M` in the large cell. -/
def cellAverage (N M : ℕ) [NeZero N] [NeZero M] (f : ZMod (N * M) → ℂ)
    (x : ZMod (N * M)) : ℂ :=
  (∑ j ∈ range N, f (x + j * M)) / N
```

Divisibility is tested on `k.val`, the representative of \(k\) between 0 and \(NM-1\).

```lean
/-- The total intensity `∑ |F(k)|²` of the reflections whose index `k` is not divisible
by `N`. -/
def superlatticeIntensity (N M : ℕ) [NeZero N] [NeZero M] (f : ZMod (N * M) → ℂ) : ℝ :=
  ∑ k : ZMod (N * M) with ¬ N ∣ k.val, ‖structureFactor f k‖ ^ 2
```

The model is a finite one-dimensional ring, and the reading of \(|F(k)|^2\) as an intensity is a physical assumption. The density may be any complex function.

## Parseval and the shift phase

The identity `key` is the double-sum computation, with \(|z|^2\) written as \(zz^*\). `AddChar.sum_mulShift` supplies the orthogonality of characters, and `sum_eq_single x` keeps the term \(y=x\). The last lines return from complex to real numbers.

```lean
/-- Parseval's identity: the total diffracted intensity is `L` times the sum of the squared
moduli of the density. -/
theorem parseval {L : ℕ} [NeZero L] (f : ZMod L → ℂ) :
    ∑ k, ‖structureFactor f k‖ ^ 2 = L * ∑ x, ‖f x‖ ^ 2 := by
  have key : ∑ k, structureFactor f k * conj (structureFactor f k)
      = L * ∑ x, f x * conj (f x) := by
    calc ∑ k, structureFactor f k * conj (structureFactor f k)
        = ∑ k : ZMod L, ∑ x, ∑ y,
            f x * conj (f y) * ZMod.stdAddChar (k * (y - x)) := by
          refine sum_congr rfl fun k _ => ?_
          rw [structureFactor, map_sum, sum_mul_sum]
          refine sum_congr rfl fun x _ => sum_congr rfl fun y _ => ?_
          have h : (ZMod.stdAddChar (k * (y - x)) : ℂ)
              = ZMod.stdAddChar (-(k * x)) * conj (ZMod.stdAddChar (-(k * y))) := by
            rw [← AddChar.map_neg_eq_conj, ← AddChar.map_add_eq_mul]
            congr 1
            ring
          rw [h, map_mul]
          ring
      _ = ∑ x, ∑ y, f x * conj (f y) * ∑ k : ZMod L, ZMod.stdAddChar (k * (y - x)) := by
          rw [sum_comm]
          refine sum_congr rfl fun x _ => ?_
          rw [sum_comm]
          exact sum_congr rfl fun y _ => (mul_sum _ _ _).symm
      _ = L * ∑ x, f x * conj (f x) := by
          -- orthogonality of the characters leaves only y = x
          rw [mul_sum]
          refine sum_congr rfl fun x _ => ?_
          rw [sum_eq_single x]
          · rw [AddChar.sum_mulShift _ (ZMod.isPrimitive_stdAddChar L),
              if_pos (sub_self x), ZMod.card]
            ring
          · intro y _ hy
            rw [AddChar.sum_mulShift _ (ZMod.isPrimitive_stdAddChar L),
              if_neg (sub_ne_zero.mpr hy)]
            simp
          · simp
  have hn (z : ℂ) : z * conj z = ((‖z‖ ^ 2 : ℝ) : ℂ) := by
    rw [Complex.mul_conj, Complex.normSq_eq_norm_sq]
  simp only [hn] at key
  exact_mod_cast key
```

For the shift, `Equiv.sum_comp` relabels the sites, and additivity of the exponent splits off the phase.

```lean
/-- Shifting the density by `a` sites multiplies each structure factor by the phase
`exp(2πi k a / L)`. -/
theorem structureFactor_shift {L : ℕ} [NeZero L] (f : ZMod L → ℂ) (a k : ZMod L) :
    structureFactor (fun x => f (x + a)) k
      = ZMod.stdAddChar (k * a) * structureFactor f k := by
  have h : structureFactor f k = ∑ x, f (x + a) * ZMod.stdAddChar (-(k * (x + a))) :=
    (Equiv.sum_comp (Equiv.addRight a) (fun x => f x * ZMod.stdAddChar (-(k * x)))).symm
  rw [h, structureFactor, mul_sum]
  refine sum_congr rfl fun x _ => ?_
  have e : -(k * x) = k * a + -(k * (x + a)) := by ring
  rw [e, AddChar.map_add_eq_mul]
  ring
```

## The average removes the superlattice reflections

Here `hdvd` states that \(kM=0\) on the ring exactly when \(N\mid k\), and `hsum` writes the structure factor of the average as a geometric sum times \(F(k)\). If \(N\mid k\), every phase is 1. If not, injectivity of the character shows that the ratio is not 1, and `geom_sum_mul` makes the sum vanish.

```lean
variable {N M : ℕ} [NeZero N] [NeZero M]

/-- Averaging over the small cells keeps the structure factors with `k` divisible by `N` and
removes all others. -/
theorem structureFactor_cellAverage (f : ZMod (N * M) → ℂ) (k : ZMod (N * M)) :
    structureFactor (cellAverage N M f) k
      = if N ∣ k.val then structureFactor f k else 0 := by
  have hN : (N : ℂ) ≠ 0 := Nat.cast_ne_zero.mpr (NeZero.ne N)
  have hdvd : k * (M : ZMod (N * M)) = 0 ↔ N ∣ k.val := by
    have h : k * (M : ZMod (N * M)) = ((k.val * M : ℕ) : ZMod (N * M)) := by
      rw [Nat.cast_mul, ZMod.natCast_zmod_val]
    rw [h, CharP.cast_eq_zero_iff (ZMod (N * M)) (N * M)]
    exact mul_dvd_mul_iff_right (NeZero.ne M)
  have hpow (j : ℕ) : (ZMod.stdAddChar (k * ((j : ZMod (N * M)) * (M : ZMod (N * M)))) : ℂ)
      = ZMod.stdAddChar (k * (M : ZMod (N * M))) ^ j := by
    rw [← AddChar.map_nsmul_eq_pow, nsmul_eq_mul, mul_left_comm]
  -- the N cells contribute a geometric sum of phases
  have hsum : structureFactor (cellAverage N M f) k
      = (∑ j ∈ range N, (ZMod.stdAddChar (k * (M : ZMod (N * M))) : ℂ) ^ j) / N
        * structureFactor f k := by
    calc structureFactor (cellAverage N M f) k
        = (∑ j ∈ range N,
            structureFactor (fun x : ZMod (N * M) => f (x + j * M)) k) / N := by
          simp only [structureFactor]
          rw [sum_comm, sum_div]
          refine sum_congr rfl fun x _ => ?_
          rw [cellAverage, ← sum_mul]
          ring
      _ = _ := by
          rw [div_mul_eq_mul_div, sum_mul]
          congr 1
          refine sum_congr rfl fun j _ => ?_
          rw [structureFactor_shift, hpow]
  by_cases hk : N ∣ k.val
  · rw [hsum, if_pos hk, hdvd.2 hk, AddChar.map_zero_eq_one]
    simp [hN]
  · have h1 : (ZMod.stdAddChar (k * (M : ZMod (N * M))) : ℂ) ≠ 1 := by
      intro h
      rw [← AddChar.map_zero_eq_one (ZMod.stdAddChar (N := N * M))] at h
      exact hk (hdvd.1 (ZMod.injective_stdAddChar h))
    have hNM : (N : ZMod (N * M)) * M = 0 := by
      rw [← Nat.cast_mul]
      exact ZMod.natCast_self _
    have hg := geom_sum_mul (ZMod.stdAddChar (k * (M : ZMod (N * M))) : ℂ) N
    rw [← hpow N, hNM, mul_zero, AddChar.map_zero_eq_one, sub_self] at hg
    rw [hsum, if_neg hk, (mul_eq_zero.mp hg).resolve_right (sub_ne_zero.mpr h1)]
    simp
```

Parseval is now applied to the deviation. After `sum_filter` turns the restricted sum into a sum over all \(k\), the two cases of divisibility are compared term by term.

```lean
/-- The superlattice intensity is `NM` times the squared deviation of the density from its
average over the small cells. -/
theorem superlatticeIntensity_eq (f : ZMod (N * M) → ℂ) :
    superlatticeIntensity N M f = N * M * ∑ x, ‖f x - cellAverage N M f x‖ ^ 2 := by
  have h := parseval (fun x => f x - cellAverage N M f x)
  rw [Nat.cast_mul] at h
  rw [← h, superlatticeIntensity, sum_filter]
  refine sum_congr rfl fun k _ => ?_
  have hF : structureFactor (fun x => f x - cellAverage N M f x) k
      = structureFactor f k - structureFactor (cellAverage N M f) k := by
    simp only [structureFactor, sub_mul, sum_sub_distrib]
  rw [hF, structureFactor_cellAverage]
  by_cases hk : N ∣ k.val <;> simp [hk]
```

## Periodicity and orthogonality

The \(N+1\) terms \(j=0,\dots,N\) are summed in two ways, by splitting off the last term (`h`) or the first (`h'`). Comparing them proves periodicity.

```lean
/-- The average over the small cells repeats with the small period `M`. -/
theorem cellAverage_periodic (f : ZMod (N * M) → ℂ) :
    Function.Periodic (cellAverage N M f) (M : ZMod (N * M)) := by
  intro x
  have hNM : (N : ZMod (N * M)) * M = 0 := by
    rw [← Nat.cast_mul]
    exact ZMod.natCast_self _
  have h := sum_range_succ (fun j : ℕ => f (x + j * M)) N
  have h' := sum_range_succ' (fun j : ℕ => f (x + j * M)) N
  simp only [hNM, add_zero] at h
  simp only [Nat.cast_zero, zero_mul, add_zero] at h'
  have s : ∑ j ∈ range N, f (x + M + j * M)
      = ∑ j ∈ range N, f (x + ((j + 1 : ℕ) : ZMod (N * M)) * M) := by
    refine sum_congr rfl fun j _ => ?_
    congr 1
    push_cast
    ring
  rw [cellAverage, cellAverage, s]
  congr 1
  linear_combination h - h'
```

In the next proof, `hj` extends the periodicity of \(h\) to shifts by \(jM\), `hs` shows that all shifted copies of \(f\) have the same overlap with \(h\), and `ha` averages these overlaps.

```lean
/-- The deviation of a density from its cell average is orthogonal to every `M`-periodic
function. -/
theorem deviation_orthogonal (f h : ZMod (N * M) → ℂ)
    (hh : Function.Periodic h (M : ZMod (N * M))) :
    ∑ x, (f x - cellAverage N M f x) * conj (h x) = 0 := by
  have hN : (N : ℂ) ≠ 0 := Nat.cast_ne_zero.mpr (NeZero.ne N)
  have hj (j : ℕ) (x : ZMod (N * M)) : h (x + j * M) = h x := by
    induction j with
    | zero => simp
    | succ j ih =>
      have e : x + ((j + 1 : ℕ) : ZMod (N * M)) * M = x + j * M + M := by
        push_cast
        ring
      rw [e, hh, ih]
  -- each shifted copy of f has the same overlap with h
  have hs (j : ℕ) : ∑ x, f (x + j * M) * conj (h x) = ∑ x, f x * conj (h x) := by
    refine Eq.trans ?_ (Equiv.sum_comp (Equiv.addRight ((j : ZMod (N * M)) * M))
      (fun x => f x * conj (h x)))
    refine sum_congr rfl fun x _ => ?_
    simp only [Equiv.coe_addRight, hj]
  have ha : ∑ x, cellAverage N M f x * conj (h x) = ∑ x, f x * conj (h x) := by
    calc ∑ x, cellAverage N M f x * conj (h x)
        = (∑ j ∈ range N, ∑ x, f (x + j * M) * conj (h x)) / N := by
          rw [sum_comm, sum_div]
          refine sum_congr rfl fun x _ => ?_
          rw [cellAverage, ← sum_mul]
          ring
      _ = _ := by
          simp only [hs, sum_const, card_range, nsmul_eq_mul]
          exact mul_div_cancel_left₀ _ hN
  simp only [sub_mul, sum_sub_distrib]
  rw [ha, sub_self]
```

## The minimum and its only minimiser

The Pythagorean identity holds for every \(g\) satisfying `Function.Periodic g (M : ZMod (N * M))`. The pointwise expansion is `hx`, and `ho` removes the cross term after summation.

```lean
/-- For an `M`-periodic model `g`, the misfit `NM ∑ |f - g|²` is the superlattice intensity
plus `NM` times the squared distance from `g` to the cell average. -/
theorem misfit_eq (f g : ZMod (N * M) → ℂ) (hg : Function.Periodic g (M : ZMod (N * M))) :
    N * M * ∑ x, ‖f x - g x‖ ^ 2
      = superlatticeIntensity N M f + N * M * ∑ x, ‖cellAverage N M f x - g x‖ ^ 2 := by
  have ho : ∑ x, (f x - cellAverage N M f x) * conj (cellAverage N M f x - g x) = 0 :=
    deviation_orthogonal f (fun x => cellAverage N M f x - g x) fun x => by
      simp only [cellAverage_periodic f x, hg x]
  have hx (x : ZMod (N * M)) : ‖f x - g x‖ ^ 2
      = ‖f x - cellAverage N M f x‖ ^ 2 + ‖cellAverage N M f x - g x‖ ^ 2
        + 2 * ((f x - cellAverage N M f x) * conj (cellAverage N M f x - g x)).re := by
    have h := Complex.normSq_add (f x - cellAverage N M f x) (cellAverage N M f x - g x)
    rw [sub_add_sub_cancel] at h
    simpa only [Complex.normSq_eq_norm_sq] using h
  rw [superlatticeIntensity_eq, sum_congr rfl fun x _ => hx x, sum_add_distrib,
    sum_add_distrib, ← mul_sum, ← Complex.re_sum, ho, Complex.zero_re]
  ring
```

`IsLeast` says that the intensity belongs to the set of misfits of \(M\)-periodic densities and is a lower bound for that set. The cell average proves membership; the non-negative last term of `misfit_eq` proves the bound.

```lean
/-- The total intensity of the superlattice reflections is the least value of `NM ∑ |f - g|²` over
all `M`-periodic densities `g`. -/
theorem superlatticeIntensity_isLeast (f : ZMod (N * M) → ℂ) :
    IsLeast ((fun g : ZMod (N * M) → ℂ => (N * M * ∑ x, ‖f x - g x‖ ^ 2 : ℝ)) ''
      {g | Function.Periodic g (M : ZMod (N * M))}) (superlatticeIntensity N M f) := by
  constructor
  · exact ⟨cellAverage N M f, cellAverage_periodic f, (superlatticeIntensity_eq f).symm⟩
  · rintro _ ⟨g, hg, rfl⟩
    have h := misfit_eq f g hg
    have h0 : (0 : ℝ) ≤ N * M * ∑ x, ‖cellAverage N M f x - g x‖ ^ 2 := by positivity
    show superlatticeIntensity N M f ≤ N * M * ∑ x, ‖f x - g x‖ ^ 2
    linarith
```

For uniqueness, equality forces that last term to be zero. A sum of squares vanishes only if each square does, so \(g\) agrees with the average at every site.

```lean
/-- For an `M`-periodic density `g`, the misfit `NM ∑ |f - g|²` equals the superlattice intensity of
`f` exactly when `g` is the cell average of `f`. -/
theorem misfit_eq_superlatticeIntensity_iff (f g : ZMod (N * M) → ℂ)
    (hg : Function.Periodic g (M : ZMod (N * M))) :
    N * M * ∑ x, ‖f x - g x‖ ^ 2 = superlatticeIntensity N M f ↔ g = cellAverage N M f := by
  constructor
  · intro h
    have hNM : (N * M : ℝ) ≠ 0 :=
      mul_ne_zero (Nat.cast_ne_zero.mpr (NeZero.ne N)) (Nat.cast_ne_zero.mpr (NeZero.ne M))
    have h0 : (N * M : ℝ) * ∑ x, ‖cellAverage N M f x - g x‖ ^ 2 = 0 := by
      linarith [misfit_eq f g hg]
    have h1 := (mul_eq_zero.mp h0).resolve_left hNM
    rw [sum_eq_zero_iff_of_nonneg fun x _ => sq_nonneg _] at h1
    funext x
    have h2 := norm_eq_zero.mp (pow_eq_zero_iff two_ne_zero |>.mp (h1 x (mem_univ x)))
    exact (sub_eq_zero.mp h2).symm
  · rintro rfl
    exact (superlatticeIntensity_eq f).symm
```

## Cell doubling

For \(N=2\), the deviation is \(\tfrac12\big(f(x)-f(x+M)\big)\), which is the step `h`. Squaring gives a factor \(\tfrac14\), and \(2M\cdot\tfrac14=\tfrac M2\). In the four-site example this reads \(1\cdot(4+1+4+1)=10\).

```lean
/-- Cell doubling: the total intensity of the reflections with odd index is `M/2` times the
summed squared difference between the density and its copy shifted by `M`. -/
theorem superlatticeIntensity_doubling (f : ZMod (2 * M) → ℂ) :
    superlatticeIntensity 2 M f = M / 2 * ∑ x, ‖f x - f (x + M)‖ ^ 2 := by
  rw [superlatticeIntensity_eq, mul_sum, mul_sum]
  refine sum_congr rfl fun x _ => ?_
  have h : f x - cellAverage 2 M f x = (f x - f (x + M)) / 2 := by
    simp only [cellAverage, sum_range_succ, sum_range_zero, Nat.cast_zero, Nat.cast_one,
      zero_mul, one_mul, add_zero, zero_add, Nat.cast_ofNat]
    ring
  have h2 : ‖(2 : ℂ)‖ = 2 := by norm_num
  rw [h, norm_div, h2]
  push_cast
  ring

end

end SuperlatticeReflections
```

```lean
#print axioms SuperlatticeReflections.superlatticeIntensity_eq
#print axioms SuperlatticeReflections.superlatticeIntensity_isLeast
#print axioms SuperlatticeReflections.misfit_eq_superlatticeIntensity_iff
#print axioms SuperlatticeReflections.superlatticeIntensity_doubling
```

```
'SuperlatticeReflections.superlatticeIntensity_eq' depends on axioms: [propext, Classical.choice, Quot.sound]
'SuperlatticeReflections.superlatticeIntensity_isLeast' depends on axioms: [propext, Classical.choice, Quot.sound]
'SuperlatticeReflections.misfit_eq_superlatticeIntensity_iff' depends on axioms: [propext, Classical.choice, Quot.sound]
'SuperlatticeReflections.superlatticeIntensity_doubling' depends on axioms: [propext, Classical.choice, Quot.sound]
```
